# In dimension at least two, $X\mapsto\mathrm{Tr}(X)\,I+tX^T$ is positive exactly for $t\ge-1$, and its Choi matrix is positive semidefinite exactly for $|t|\le1$

## Do positivity and the Choi condition fail at different transposition strengths?

Let $X$ be a complex $n\times n$ matrix with $n\ge2$, let $X^T$ be its transpose in a fixed basis, and let $t$ be real. I call

$$\Phi_t(X)=\mathrm{Tr}(X)\,I+t\,X^T$$

the noisy transposition: a transposition of strength $t$ plus the identity matrix multiplied by the trace of $X$. A linear map is positive if it sends positive semidefinite matrices to positive semidefinite matrices. With $E_{ij}$ the matrix that has a 1 in row $i$, column $j$ and zeros elsewhere, the Choi matrix of $\Phi$ is $\sum_{ij}E_{ij}\otimes\Phi(E_{ij})$.

I believe that $\Phi_t$ is positive if and only if $t\ge-1$, while its Choi matrix is positive semidefinite if and only if $|t|\le1$. For $t>1$ the map would then send every state of a single system to a positive semidefinite matrix, which is a state after division by its trace $n+t$, and still produce a negative eigenvalue when it acts on half of a suitable entangled pair. Can both thresholds be derived rigorously, with a machine-checked proof in Lean?

## Both thresholds follow from the swap operator and one operator sum

Yes. I label the entries of the Choi matrix by row $(i,k)$ and column $(j,l)$, so that the entry is $\Phi(E_{ij})_{kl}$. The first label of each pair belongs to the reference system, the second to the system on which $\Phi$ acts. The swap operator $S$ exchanges the two: $S(e_i\otimes e_k)=e_k\otimes e_i$.

### The Choi matrix is $1+tS$

Since $\mathrm{Tr}\,E_{ij}=\delta_{ij}$ and $(E_{ij}^T)_{kl}=\delta_{il}\delta_{jk}$,

$$\Phi_t(E_{ij})_{kl}=\delta_{ij}\delta_{kl}+t\,\delta_{il}\delta_{jk}.$$

The first term is the identity on the pair and the second is $t$ times the swap, so the Choi matrix is $1+tS$.

The swap satisfies $S^\dagger=S$ and $S^2=1$, hence $(1\pm S)^\dagger(1\pm S)=2(1\pm S)$. Therefore

$$1+tS=\frac{1+t}{4}(1+S)^\dagger(1+S)+\frac{1-t}{4}(1-S)^\dagger(1-S).$$

For $|t|\le1$ both weights are nonnegative, and the right side is positive semidefinite.

Conversely, suppose that $1+tS$ is positive semidefinite. Its diagonal entry at $(i,i)$ is $1+t$, so $t\ge-1$. For $i\ne j$, take $x=e_i\otimes e_j-e_j\otimes e_i$. Then $Sx=-x$ and

$$x^\dagger(1+tS)x=2-2t\ge0,$$

so $t\le1$. Because $x^\dagger x=2$, the expectation value in the normalised antisymmetric state is $1-t$. This step needs two different basis labels. For $n=1$ the Choi matrix is the number $1+t$, and there is no upper bound.

### Positivity has only the lower bound

For $s=\pm1$ put $K^{s}_{ij}=E_{ij}+sE_{ji}$. From $E_{ij}XE_{kl}=X_{jk}E_{il}$ and $s^2=1$,

$$K^s_{ij}X(K^s_{ij})^\dagger=X_{jj}E_{ii}+sX_{ji}E_{ij}+sX_{ij}E_{ji}+X_{ii}E_{jj}.$$

Summed over all $i$ and $j$, the first and last terms each give $\mathrm{Tr}(X)I$, and the two middle terms each give $sX^T$. Thus

$$\sum_{ij}K^s_{ij}X(K^s_{ij})^\dagger=2\left(\mathrm{Tr}(X)I+sX^T\right),$$

and combining the two signs yields

$$\Phi_t(X)=\frac{1+t}{4}\sum_{ij}K^{+}_{ij}X(K^{+}_{ij})^\dagger+\frac{1-t}{4}\sum_{ij}K^{-}_{ij}X(K^{-}_{ij})^\dagger.$$

At $t=-1$ the weights are $0$ and $1/2$. Each $KXK^\dagger$ is positive semidefinite when $X$ is, so $\Phi_{-1}$ is positive. For general $t$,

$$\Phi_t(X)=\Phi_{-1}(X)+(1+t)X^T.$$

The transpose of a positive semidefinite matrix is positive semidefinite, because $v^\dagger X^Tv=\bar v^\dagger X\bar v\ge0$. So $\Phi_t$ is positive for every $t\ge-1$. The bound is sharp: the pure state $E_{ii}$ gives $\Phi_t(E_{ii})_{ii}=1+t$, which is negative for $t<-1$.

### The Lean file

```lean
import Mathlib

open Matrix
open scoped ComplexOrder

namespace NoisyTransposition

noncomputable section

variable {n : Type*} [Fintype n] [DecidableEq n]

/-- The noisy transposition `X ↦ Tr(X) I + t Xᵀ` with real strength `t`. -/
def noisyTranspose (t : ℝ) : Matrix n n ℂ →ₗ[ℂ] Matrix n n ℂ where
  toFun X := X.trace • (1 : Matrix n n ℂ) + (t : ℂ) • Xᵀ
  map_add' X Y := by
    rw [Matrix.trace_add, Matrix.transpose_add]
    module
  map_smul' c X := by
    rw [Matrix.trace_smul, Matrix.transpose_smul, smul_eq_mul, RingHom.id_apply]
    module

/-- A linear map on matrices is positive if it sends positive semidefinite matrices to
positive semidefinite matrices. -/
def PreservesPositivity (Φ : Matrix n n ℂ →ₗ[ℂ] Matrix n n ℂ) : Prop :=
  ∀ X : Matrix n n ℂ, X.PosSemidef → (Φ X).PosSemidef

/-- The Choi matrix of `Φ`, whose block `(i, j)` is `Φ(E_ij)`. -/
def choi (Φ : Matrix n n ℂ →ₗ[ℂ] Matrix n n ℂ) : Matrix (n × n) (n × n) ℂ :=
  Matrix.of fun p q => Φ (Matrix.single p.1 q.1 1) p.2 q.2

/-- The operator that exchanges the two subsystems. -/
def swapOp : Matrix (n × n) (n × n) ℂ :=
  Matrix.of fun p q => if q = p.swap then 1 else 0

/-- The operator `E_ij + s E_ji`, for a real coefficient `s`. -/
def krausOp (s : ℝ) (i j : n) : Matrix n n ℂ :=
  Matrix.single i j 1 + (s : ℂ) • Matrix.single j i 1

lemma noisyTranspose_apply (t : ℝ) (X : Matrix n n ℂ) :
    noisyTranspose t X = X.trace • (1 : Matrix n n ℂ) + (t : ℂ) • Xᵀ := rfl

/-- The Choi matrix of the noisy transposition is the identity plus `t` times the swap. -/
theorem choi_eq_one_add_swap (t : ℝ) :
    choi (noisyTranspose (n := n) t) = 1 + (t : ℂ) • swapOp := by
  ext ⟨i, k⟩ ⟨j, l⟩
  have ht : (Matrix.single i j (1 : ℂ)).trace = if i = j then 1 else 0 := by
    by_cases h : i = j
    · subst h
      simp
    · simp [Matrix.trace, h]
  have e : (i = l ∧ j = k) ↔ (j = k ∧ l = i) :=
    ⟨fun h => ⟨h.2, h.1.symm⟩, fun h => ⟨h.2.symm, h.1⟩⟩
  simp only [choi, swapOp, Matrix.of_apply, noisyTranspose_apply, Matrix.add_apply,
    Matrix.smul_apply, Matrix.transpose_apply, Matrix.single_apply, Matrix.one_apply, ht,
    Prod.mk.injEq, Prod.swap_prod_mk, smul_eq_mul, e]
  by_cases h1 : i = j <;> simp [h1]

lemma swapOp_mulVec (x : n × n → ℂ) (p : n × n) : (swapOp *ᵥ x) p = x p.swap := by
  simp [swapOp, Matrix.mulVec, dotProduct]

/-- The swap is Hermitian and squares to the identity. -/
theorem swapOp_involution :
    (swapOp (n := n))ᴴ = swapOp ∧ swapOp (n := n) * swapOp = 1 := by
  constructor
  · ext p q
    have e : p = q.swap ↔ q = p.swap :=
      ⟨fun h => by rw [h, Prod.swap_swap], fun h => by rw [h, Prod.swap_swap]⟩
    simp only [swapOp, Matrix.conjTranspose_apply, Matrix.of_apply, e]
    split_ifs <;> simp
  · ext p q
    have h : (swapOp * swapOp : Matrix (n × n) (n × n) ℂ) p q = swapOp p.swap q :=
      swapOp_mulVec (fun r => swapOp r q) p
    rw [h]
    by_cases hpq : p = q
    · subst hpq
      simp [swapOp]
    · simp [swapOp, hpq, Ne.symm hpq]

lemma single_sandwich (X : Matrix n n ℂ) (i j k l : n) :
    Matrix.single i j (1 : ℂ) * X * Matrix.single k l 1 = Matrix.single i l (X j k) := by
  ext a b
  by_cases ha : i = a <;> by_cases hb : l = b <;>
    simp [Matrix.mul_apply, Matrix.single_apply, ha, hb]

lemma sum_krausOp (s : ℝ) (hs : s * s = 1) (X : Matrix n n ℂ) :
    ∑ i, ∑ j, krausOp s i j * X * (krausOp s i j)ᴴ
      = (2 : ℂ) • (X.trace • (1 : Matrix n n ℂ) + (s : ℂ) • Xᵀ) := by
  have hs' : (s : ℂ) * s = 1 := by exact_mod_cast hs
  have hK : ∀ i j, krausOp s i j * X * (krausOp s i j)ᴴ
      = Matrix.single i i (X j j) + (s : ℂ) • Matrix.single i j (X j i)
        + (s : ℂ) • Matrix.single j i (X i j) + Matrix.single j j (X i i) := by
    intro i j
    have hH : (krausOp s i j)ᴴ = Matrix.single j i 1 + (s : ℂ) • Matrix.single i j 1 := by
      simp [krausOp, Matrix.conjTranspose_add, Matrix.conjTranspose_single]
    rw [hH]
    simp only [krausOp, Matrix.add_mul, Matrix.mul_add, Matrix.smul_mul, Matrix.mul_smul,
      single_sandwich, smul_add, smul_smul, hs', one_smul]
    abel
  -- `E_ii` and `E_jj` terms build the trace part, `E_ij` and `E_ji` terms the transpose
  have h1 : ∑ i, ∑ j, Matrix.single j j (X i i) = X.trace • (1 : Matrix n n ℂ) := by
    ext a b
    by_cases h : a = b
    · subst h
      simp [Matrix.sum_apply, Matrix.single_apply, Matrix.trace]
    · have h' : ∀ i, ¬(i = a ∧ i = b) := fun i hi => h (hi.1.symm.trans hi.2)
      simp only [Matrix.sum_apply, Matrix.single_apply, h', if_false,
        Finset.sum_const_zero, Matrix.smul_apply, Matrix.one_apply_ne h, smul_zero]
  have h2 : ∑ i, ∑ j, Matrix.single i j (X j i) = Xᵀ :=
    (Matrix.matrix_eq_sum_single Xᵀ).symm
  have h3 : ∑ i, ∑ j, Matrix.single i i (X j j) = X.trace • (1 : Matrix n n ℂ) := by
    rw [Finset.sum_comm, h1]
  have h4 : ∑ i, ∑ j, Matrix.single j i (X i j) = Xᵀ := by
    rw [Finset.sum_comm, h2]
  simp only [hK, Finset.sum_add_distrib, ← Finset.smul_sum]
  rw [h1, h2, h3, h4]
  module

/-- Operator-sum form of the noisy transposition, with operators `E_ij + E_ji` and
`E_ij - E_ji` weighted by `(1 + t)/4` and `(1 - t)/4`. -/
theorem operator_sum (t : ℝ) (X : Matrix n n ℂ) :
    noisyTranspose t X
      = (((1 + t) / 4 : ℝ) : ℂ) • ∑ i, ∑ j, krausOp 1 i j * X * (krausOp 1 i j)ᴴ
      + (((1 - t) / 4 : ℝ) : ℂ) • ∑ i, ∑ j, krausOp (-1) i j * X * (krausOp (-1) i j)ᴴ := by
  rw [sum_krausOp 1 (by norm_num), sum_krausOp (-1) (by norm_num), noisyTranspose_apply]
  push_cast
  module

/-- In dimension at least one, the noisy transposition preserves positive semidefiniteness if and
only if `t ≥ -1`. -/
theorem preservesPositivity_iff [Nonempty n] (t : ℝ) :
    PreservesPositivity (noisyTranspose (n := n) t) ↔ -1 ≤ t := by
  constructor
  · intro h
    -- test on the pure state `E_ii`
    obtain ⟨i⟩ := ‹Nonempty n›
    have hE : (Matrix.single i i (1 : ℂ)).PosSemidef := by
      have h0 := Matrix.posSemidef_conjTranspose_mul_self (Matrix.single i i (1 : ℂ))
      simpa [Matrix.conjTranspose_single] using h0
    have hd := (h _ hE).diag_nonneg (i := i)
    have hv : noisyTranspose t (Matrix.single i i (1 : ℂ)) i i = ((1 + t : ℝ) : ℂ) := by
      simp [noisyTranspose_apply]
    rw [hv] at hd
    linarith [Complex.zero_le_real.mp hd]
  · intro ht X hX
    have h0 : (noisyTranspose (-1) X).PosSemidef := by
      rw [operator_sum]
      refine Matrix.PosSemidef.add (Matrix.PosSemidef.smul ?_ ?_)
        (Matrix.PosSemidef.smul ?_ ?_)
      · exact Matrix.posSemidef_sum _ fun i _ => Matrix.posSemidef_sum _ fun j _ =>
          hX.mul_mul_conjTranspose_same _
      · exact Complex.zero_le_real.mpr (by norm_num)
      · exact Matrix.posSemidef_sum _ fun i _ => Matrix.posSemidef_sum _ fun j _ =>
          hX.mul_mul_conjTranspose_same _
      · exact Complex.zero_le_real.mpr (by norm_num)
    -- the remainder is a nonnegative multiple of the transpose
    have hsplit : noisyTranspose t X
        = noisyTranspose (-1) X + ((1 + t : ℝ) : ℂ) • Xᵀ := by
      simp only [noisyTranspose_apply]
      push_cast
      module
    rw [hsplit]
    exact h0.add (hX.transpose.smul (Complex.zero_le_real.mpr (by linarith)))

/-- In dimension at least two, the Choi matrix of the noisy transposition is positive
semidefinite if and only if `|t| ≤ 1`. -/
theorem choi_posSemidef_iff [Nontrivial n] (t : ℝ) :
    (choi (noisyTranspose (n := n) t)).PosSemidef ↔ |t| ≤ 1 := by
  rw [choi_eq_one_add_swap, abs_le]
  constructor
  · intro h
    obtain ⟨i, j, hij⟩ := exists_pair_ne n
    constructor
    · have hd := h.diag_nonneg (i := (i, i))
      have hv : (1 + (t : ℂ) • swapOp (n := n)) (i, i) (i, i) = ((1 + t : ℝ) : ℂ) := by
        simp [swapOp]
      rw [hv] at hd
      linarith [Complex.zero_le_real.mp hd]
    · -- test on the antisymmetric vector `e_ij - e_ji`
      obtain ⟨x, hx⟩ : ∃ x : n × n → ℂ, x = Pi.single (i, j) 1 - Pi.single (j, i) 1 :=
        ⟨_, rfl⟩
      have hp : x (i, j) = 1 := by simp [hx, hij]
      have hq : x (j, i) = -1 := by simp [hx, hij.symm]
      have hstar : star x = x := by
        funext r
        simp only [hx, Pi.star_apply, Pi.sub_apply, Pi.single_apply]
        split_ifs <;> simp
      have hdot : ∀ v : n × n → ℂ, x ⬝ᵥ v = v (i, j) - v (j, i) := by
        intro v
        simp [hx, sub_dotProduct]
      have hn := h.dotProduct_mulVec_nonneg x
      have hv : x ⬝ᵥ ((1 + (t : ℂ) • swapOp) *ᵥ x) = ((2 - 2 * t : ℝ) : ℂ) := by
        rw [hdot, Matrix.add_mulVec, Matrix.one_mulVec, Matrix.smul_mulVec]
        simp only [Pi.add_apply, Pi.smul_apply, swapOp_mulVec, Prod.swap_prod_mk, hp, hq,
          smul_eq_mul]
        push_cast
        ring
      rw [hstar, hv] at hn
      linarith [Complex.zero_le_real.mp hn]
  · rintro ⟨h1, h2⟩
    obtain ⟨hH, hS⟩ := swapOp_involution (n := n)
    have e1 : (1 + swapOp (n := n))ᴴ * (1 + swapOp) = (2 : ℂ) • (1 + swapOp) := by
      rw [Matrix.conjTranspose_add, Matrix.conjTranspose_one, hH, mul_add, add_mul, add_mul, hS]
      simp only [one_mul, mul_one]
      module
    have e2 : (1 - swapOp (n := n))ᴴ * (1 - swapOp) = (2 : ℂ) • (1 - swapOp) := by
      rw [Matrix.conjTranspose_sub, Matrix.conjTranspose_one, hH, mul_sub, sub_mul, sub_mul, hS]
      simp only [one_mul, mul_one]
      module
    -- split into symmetric and antisymmetric parts
    have key : 1 + (t : ℂ) • swapOp (n := n)
        = (((1 + t) / 4 : ℝ) : ℂ) • ((1 + swapOp (n := n))ᴴ * (1 + swapOp))
        + (((1 - t) / 4 : ℝ) : ℂ) • ((1 - swapOp (n := n))ᴴ * (1 - swapOp)) := by
      rw [e1, e2]
      push_cast
      module
    rw [key]
    exact ((Matrix.posSemidef_conjTranspose_mul_self _).smul
        (Complex.zero_le_real.mpr (by linarith))).add
      ((Matrix.posSemidef_conjTranspose_mul_self _).smul
        (Complex.zero_le_real.mpr (by linarith)))

/-- In dimension at least two, the noisy transposition is positive while its Choi matrix
is not positive semidefinite exactly when `t > 1`. -/
theorem positive_with_nonpositive_choi_iff [Nontrivial n] (t : ℝ) :
    (PreservesPositivity (noisyTranspose (n := n) t) ∧
      ¬ (choi (noisyTranspose (n := n) t)).PosSemidef) ↔ 1 < t := by
  rw [preservesPositivity_iff, choi_posSemidef_iff, abs_le]
  constructor
  · rintro ⟨h1, h2⟩
    by_contra h
    exact h2 ⟨h1, not_lt.mp h⟩
  · intro h
    exact ⟨by linarith, fun h' => by linarith [h'.2]⟩

end

end NoisyTransposition
```

```lean
#print axioms NoisyTransposition.positive_with_nonpositive_choi_iff
```

```
'NoisyTransposition.positive_with_nonpositive_choi_iff' depends on axioms: [propext, Classical.choice, Quot.sound]
```

### What the theorems say in words

The type `n` is the finite set of basis labels, and its number of elements is the dimension. `noisyTranspose t` is $\Phi_t$ as a complex-linear map; the real parameter is converted to a complex number where it multiplies a matrix. `Matrix.single i j 1` is $E_{ij}$, `ᴴ` is the adjoint and `ᵀ` the transpose. `choi` and `swapOp` follow the index convention above, and `krausOp s i j` is $E_{ij}+sE_{ji}$.

`PosSemidef` means Hermitian with a nonnegative quadratic form. `PreservesPositivity` quantifies over all positive semidefinite matrices and not only those of unit trace, which by linearity makes no difference to the condition.

There are three main statements:

- `preservesPositivity_iff` says that $\Phi_t$ is positive if and only if $-1\le t$. It assumes `Nonempty n`, so it includes dimension one.
- `choi_posSemidef_iff` says that the Choi matrix is positive semidefinite if and only if $|t|\le1$. It assumes `Nontrivial n`, meaning at least two basis labels.
- `positive_with_nonpositive_choi_iff` says, under the same assumption, that $\Phi_t$ is positive with a Choi matrix that is not positive semidefinite exactly when $t>1$.

The physical reading of the Choi condition rests on Choi's theorem, by which it is equivalent to complete positivity; the file uses the Choi matrix directly and does not prove that equivalence. The map is also not normalised to preserve the trace in general: $\mathrm{Tr}\,\Phi_t(X)=(n+t)\,\mathrm{Tr}\,X$, so the trace is preserved only at $t=1-n$, which for $n\ge3$ lies outside the range of positivity. For $n\ge2$ and $t\ge-1$, division of the map by the positive number $n+t$ makes it trace-preserving and changes neither condition.

For entanglement theory, this finite-dimensional, one-parameter family gives an explicit gap between the two notions. Applied to the second half of the maximally entangled state $n^{-1/2}\sum_i e_i\otimes e_i$, $\Phi_t$ produces $(1+tS)/n$, whose expectation value in a normalised antisymmetric state $(e_i\otimes e_j-e_j\otimes e_i)/\sqrt2$ is $(1-t)/n$. For $t>1$ this is negative, although $\Phi_t$ maps every state of the single system to a positive semidefinite matrix.

### How the Lean proof follows the calculation

`choi_eq_one_add_swap` compares the matrices entry by entry. The local statement `ht` supplies $\mathrm{Tr}\,E_{ij}=\delta_{ij}$, and `e` matches the two ways of writing the condition for a nonzero swap entry. `swapOp_mulVec` says that the swap exchanges the labels of a vector's components. `swapOp_involution` uses it on each column to obtain $S^2=1$, and checks $S^\dagger=S$ on entries.

`single_sandwich` is the rule $E_{ij}XE_{kl}=X_{jk}E_{il}$. In `sum_krausOp`, `hK` is the four-term expansion of $KXK^\dagger$. The statements `h1` and `h3` sum the diagonal terms to the trace part, while `h2` and `h4` sum the others to the transpose. `operator_sum` then inserts $s=1$ and $s=-1$ with the weights $(1+t)/4$ and $(1-t)/4$.

In `preservesPositivity_iff`, the forward direction first shows that $E_{ii}$ is positive semidefinite by writing it as $E_{ii}^\dagger E_{ii}$, then reads off the diagonal entry $1+t$ of its image. The reverse direction applies `operator_sum` at $t=-1$ to get `h0`, the positivity of $\Phi_{-1}(X)$. The identity `hsplit` adds the remaining $(1+t)X^T$, whose positivity comes from `hX.transpose`.

In `choi_posSemidef_iff`, the forward direction takes two distinct labels from `exists_pair_ne`. The diagonal entry at `(i, i)` gives the lower bound. For the upper bound, `x` is the unnormalised antisymmetric vector, `hstar` records that it is real, and `hv` evaluates the quadratic form to $2-2t$. In the reverse direction, `e1` and `e2` are the identities $(1\pm S)^\dagger(1\pm S)=2(1\pm S)$, and `key` is the weighted decomposition of $1+tS$. Each term is a nonnegative multiple of a matrix of the form $A^\dagger A$.

The last theorem combines the two criteria: given $t\ge-1$, the condition $|t|\le1$ fails exactly when $t>1$.
